# Tamura's overlap sum is one third of the total weight when the mode tensor has cubic symmetry

Take three phonon modes of weight one, polarised along x, y and z. For a phonon with unit polarisation $a$, the squared overlaps add up to $|a_x|^2+|a_y|^2+|a_z|^2=1$, one third of the total weight, whatever the direction of $a$. With the z mode alone the sum is $|a_z|^2$, which depends on direction.

The same average holds for any finite family of unit polarisation vectors $e_k\in\mathbb C^3$ with real weights $w_k$, provided that a tensor built from them commutes with two rotations of the cube: the half turn about z and the cyclic permutation of the axes. The modes are labelled by a finite type `ι`.

In Lean 4 with Mathlib:

```lean
import Mathlib

open Matrix

namespace TamuraCubicAverage

noncomputable section

variable {ι : Type*} [Fintype ι]
```

## The tensor and the two rotations

The modes enter the overlap sum only through

$$G=\sum_k w_k\,e_k e_k^\dagger .$$

```lean
/-- The polarisation tensor `G = ∑ w_k e_k e_k†` of a finite family of phonon modes with
polarisation vectors `e_k` and real spectral weights `w_k`. -/
def modeTensor (w : ι → ℝ) (e : ι → Fin 3 → ℂ) : Matrix (Fin 3) (Fin 3) ℂ :=
  ∑ k, (w k : ℂ) • vecMulVec (e k) (star (e k))
```

The first rotation is the half turn about z, $T=\mathrm{diag}(-1,-1,1)$.

```lean
/-- The rotation by 180 degrees about the z axis. -/
def twofold : Matrix (Fin 3) (Fin 3) ℂ := !![-1, 0, 0; 0, -1, 0; 0, 0, 1]
```

The second, $C$, takes x to y, y to z and z to x.

```lean
/-- The cyclic permutation of the axes, x to y to z to x. -/
def cyclic : Matrix (Fin 3) (Fin 3) ℂ := !![0, 0, 1; 1, 0, 0; 0, 1, 0]
```

## The scattering rate

For mass disorder with one atom per primitive cell, the rate for a phonon of frequency $\omega$ and polarisation $a$ is

$$\Gamma(a)=\frac{\pi}{2}\,g\,\omega^2\sum_k w_k\,|a^\dagger e_k|^2 .$$

Here $g$ measures the relative variance of the atomic masses. The weight $w_k$ stands for a broadened $\delta(\omega-\omega_k)$, divided by the number of cells, where $\omega_k$ is the angular frequency of mode $k$; the delta function enforces energy conservation. The formula is taken as a definition, not derived from perturbation theory, and the code lets $g$, $\omega$ and $w_k$ be any real numbers.

```lean
/-- Tamura's mass-disorder scattering rate, for one atom per primitive cell, of a phonon with
frequency `ω` and polarisation `a`. Here `g` is the mass variance parameter and `w k` is the
broadened delta function, in angular frequency, of the final mode `k` divided by the number of
cells. -/
def tamuraRate (g ω : ℝ) (w : ι → ℝ) (e : ι → Fin 3 → ℂ) (a : Fin 3 → ℂ) : ℝ :=
  Real.pi / 2 * g * ω ^ 2 * ∑ k, w k * ‖star a ⬝ᵥ e k‖ ^ 2
```

## Where the commutation comes from

In components, $G_{ij}=\sum_k w_k\,e_{k,i}\,e_{k,j}^*$, with $i,j=0,1,2$ for x, y, z.

```lean
/-- The Cartesian components of the polarisation tensor. -/
theorem modeTensor_apply (w : ι → ℝ) (e : ι → Fin 3 → ℂ) (i j : Fin 3) :
    modeTensor w e i j = ∑ k, (w k : ℂ) * (e k i * star (e k j)) := by
  simp [modeTensor, Matrix.sum_apply, vecMulVec_apply]
```

Let $R$ be unitary with $Re_k=c_k e_{\sigma(k)}$, where $|c_k|=1$ and the permutation $\sigma$ satisfies $w_{\sigma(k)}=w_k$. Then

$$RGR^\dagger=\sum_k w_k|c_k|^2 e_{\sigma(k)}e_{\sigma(k)}^\dagger=\sum_k w_{\sigma(k)}e_{\sigma(k)}e_{\sigma(k)}^\dagger=G .$$

Multiplying by $R$ on the right gives $RG=GR$. In the proof, `hcc` removes the phases and `Equiv.sum_comp` reorders the sum. The lemma does not treat operations that mix degenerate modes; the results below assume only the commutation itself.

```lean
/-- If a unitary operation `R` permutes the polarisation vectors up to phases and the permutation
preserves the weights, then `R` commutes with the polarisation tensor. -/
theorem modeTensor_commute_of_symmetry (w : ι → ℝ) (e : ι → Fin 3 → ℂ)
    (R : Matrix (Fin 3) (Fin 3) ℂ) (hR : Rᴴ * R = 1) (σ : Equiv.Perm ι) (c : ι → ℂ)
    (hc : ∀ k, ‖c k‖ = 1) (he : ∀ k, R *ᵥ e k = c k • e (σ k)) (hw : ∀ k, w (σ k) = w k) :
    R * modeTensor w e = modeTensor w e * R := by
  -- the rotated tensor is the same sum in another order
  have h : R * modeTensor w e * Rᴴ = modeTensor w e := by
    calc R * modeTensor w e * Rᴴ
        = ∑ k, (w k : ℂ) • vecMulVec (R *ᵥ e k) (star (R *ᵥ e k)) := by
          simp only [modeTensor, Finset.mul_sum, Finset.sum_mul, Matrix.mul_smul,
            Matrix.smul_mul, Matrix.mul_vecMulVec, Matrix.vecMulVec_mul, Matrix.star_mulVec]
      _ = ∑ k, (w (σ k) : ℂ) • vecMulVec (e (σ k)) (star (e (σ k))) := by
          refine Finset.sum_congr rfl fun k _ => ?_
          have hcc : c k * star (c k) = 1 := by
            rw [Complex.star_def, Complex.mul_conj, Complex.normSq_eq_norm_sq, hc]
            norm_num
          rw [he, hw]
          ext i j
          simp only [Matrix.smul_apply, vecMulVec_apply, Pi.star_apply, Pi.smul_apply,
            smul_eq_mul, star_mul']
          linear_combination ((w k : ℂ) * e (σ k) i * star (e (σ k) j)) * hcc
      _ = modeTensor w e :=
          Equiv.sum_comp σ (fun k => (w k : ℂ) • vecMulVec (e k) (star (e k)))
  calc R * modeTensor w e = R * modeTensor w e * (Rᴴ * R) := by rw [hR, mul_one]
    _ = R * modeTensor w e * Rᴴ * R := by rw [← mul_assoc]
    _ = modeTensor w e * R := by rw [h]
```

## Two rotations leave only a multiple of the identity

Let $M$ commute with $T$ and $C$. The entries of $TM=MT$ that couple z to x or y read $-M_{02}=M_{02}$, $-M_{12}=M_{12}$, $M_{20}=-M_{20}$ and $M_{21}=-M_{21}$, so all four vanish. From $CM=MC$ come

$$M_{01}=M_{12}=0,\quad M_{10}=M_{21}=0,\quad M_{22}=M_{00}=M_{11}.$$

Hence $M=\tfrac13(\operatorname{tr}M)\,I$. The proof reads off these same entries and then compares the two matrices entry by entry.

```lean
/-- A second-rank tensor that commutes with the twofold rotation and with the cyclic permutation
of the axes is isotropic: it is one third of its trace times the identity. -/
theorem cubic_tensor_isotropic (M : Matrix (Fin 3) (Fin 3) ℂ)
    (h2 : twofold * M = M * twofold) (h3 : cyclic * M = M * cyclic) :
    M = (M.trace / 3) • (1 : Matrix (Fin 3) (Fin 3) ℂ) := by
  have entry2 := fun i j => congrFun (congrFun h2 i) j
  have entry3 := fun i j => congrFun (congrFun h3 i) j
  -- the twofold axis decouples z from x and y
  have h02 : M 0 2 = 0 := by
    have h : -M 0 2 = M 0 2 := by
      simpa [twofold, Matrix.mul_apply, Fin.sum_univ_three] using entry2 0 2
    linear_combination (-1 / 2 : ℂ) * h
  have h12 : M 1 2 = 0 := by
    have h : -M 1 2 = M 1 2 := by
      simpa [twofold, Matrix.mul_apply, Fin.sum_univ_three] using entry2 1 2
    linear_combination (-1 / 2 : ℂ) * h
  have h20 : M 2 0 = 0 := by
    have h : M 2 0 = -M 2 0 := by
      simpa [twofold, Matrix.mul_apply, Fin.sum_univ_three] using entry2 2 0
    linear_combination (1 / 2 : ℂ) * h
  have h21 : M 2 1 = 0 := by
    have h : M 2 1 = -M 2 1 := by
      simpa [twofold, Matrix.mul_apply, Fin.sum_univ_three] using entry2 2 1
    linear_combination (1 / 2 : ℂ) * h
  -- the cyclic permutation carries this over to x and y and equates the diagonal
  have c01 : M 0 1 = M 1 2 := by
    simpa [cyclic, Matrix.mul_apply, Fin.sum_univ_three] using entry3 1 1
  have c10 : M 1 0 = M 2 1 := by
    simpa [cyclic, Matrix.mul_apply, Fin.sum_univ_three] using entry3 2 0
  have c00 : M 0 0 = M 1 1 := by
    simpa [cyclic, Matrix.mul_apply, Fin.sum_univ_three] using entry3 1 0
  have c22 : M 2 2 = M 0 0 := by
    simpa [cyclic, Matrix.mul_apply, Fin.sum_univ_three] using entry3 0 2
  rw [h12] at c01
  rw [h21] at c10
  ext i j
  fin_cases i <;> fin_cases j <;>
    simp [Matrix.trace_fin_three, h02, h12, h20, h21, c01, c10, c22, c00] <;> ring
```

## Trace and expectation value

Since $e_k^\dagger e_k=1$, written `star (e k) ⬝ᵥ e k = 1`, the trace is

$$\operatorname{tr}G=\sum_k w_k\,e_k^\dagger e_k=\sum_k w_k .$$

```lean
/-- For unit polarisation vectors the trace of the polarisation tensor is the total weight. -/
theorem trace_modeTensor (w : ι → ℝ) (e : ι → Fin 3 → ℂ) (he : ∀ k, star (e k) ⬝ᵥ e k = 1) :
    (modeTensor w e).trace = ((∑ k, w k : ℝ) : ℂ) := by
  rw [Matrix.trace_fin_three]
  simp only [modeTensor_apply, ← Finset.sum_add_distrib, Complex.ofReal_sum]
  refine Finset.sum_congr rfl fun k _ => ?_
  have h := he k
  simp only [dotProduct, Fin.sum_univ_three, Pi.star_apply] at h
  linear_combination (w k : ℂ) * h
```

For any $a$, using $|z|^2=zz^*$,

$$a^\dagger Ga=\sum_k w_k\,(a^\dagger e_k)(e_k^\dagger a)=\sum_k w_k\,|a^\dagger e_k|^2 .$$

```lean
/-- The expectation value of the polarisation tensor in a polarisation `a` is the weighted sum of
the squared overlaps of `a` with the modes. -/
theorem modeTensor_expectation (w : ι → ℝ) (e : ι → Fin 3 → ℂ) (a : Fin 3 → ℂ) :
    star a ⬝ᵥ (modeTensor w e *ᵥ a) = ((∑ k, w k * ‖star a ⬝ᵥ e k‖ ^ 2 : ℝ) : ℂ) := by
  have key : ∀ z : ℂ, ((‖z‖ ^ 2 : ℝ) : ℂ) = z * star z := by
    intro z
    rw [← Complex.normSq_eq_norm_sq]
    exact (Complex.mul_conj z).symm
  rw [Complex.ofReal_sum]
  simp only [Complex.ofReal_mul, key, dotProduct, Matrix.mulVec, Fin.sum_univ_three,
    modeTensor_apply, Pi.star_apply, Finset.mul_sum, Finset.sum_mul,
    ← Finset.sum_add_distrib, star_add, star_mul', star_star]
  refine Finset.sum_congr rfl fun k _ => ?_
  ring
```

## From π/2 to π/6

Inserting the trace into the isotropic form gives $G=\tfrac13\big(\sum_k w_k\big)I$.

```lean
/-- If the polarisation tensor of unit polarisation vectors commutes with the twofold rotation and
the cyclic permutation of the axes, it is one third of the total weight times the identity. -/
theorem modeTensor_cubic (w : ι → ℝ) (e : ι → Fin 3 → ℂ) (he : ∀ k, star (e k) ⬝ᵥ e k = 1)
    (h2 : twofold * modeTensor w e = modeTensor w e * twofold)
    (h3 : cyclic * modeTensor w e = modeTensor w e * cyclic) :
    modeTensor w e = (((∑ k, w k) / 3 : ℝ) : ℂ) • (1 : Matrix (Fin 3) (Fin 3) ℂ) := by
  rw [cubic_tensor_isotropic _ h2 h3, trace_modeTensor w e he, Complex.ofReal_div,
    Complex.ofReal_ofNat]
```

Taking the expectation value in a unit vector $a$ gives

$$\sum_k w_k\,|a^\dagger e_k|^2=\frac13\sum_k w_k .$$

The code obtains this as an equality of complex numbers and returns to the reals by `Complex.ofReal_injective`.

```lean
/-- Under the same two symmetries, the weighted squared overlaps of any unit polarisation `a` with
the unit polarisation vectors of the modes sum to one third of the total weight. -/
theorem overlap_sum_cubic (w : ι → ℝ) (e : ι → Fin 3 → ℂ) (he : ∀ k, star (e k) ⬝ᵥ e k = 1)
    (h2 : twofold * modeTensor w e = modeTensor w e * twofold)
    (h3 : cyclic * modeTensor w e = modeTensor w e * cyclic)
    (a : Fin 3 → ℂ) (ha : star a ⬝ᵥ a = 1) :
    ∑ k, w k * ‖star a ⬝ᵥ e k‖ ^ 2 = (∑ k, w k) / 3 := by
  have h := modeTensor_expectation w e a
  rw [modeTensor_cubic w e he h2 h3, Matrix.smul_mulVec, Matrix.one_mulVec, dotProduct_smul,
    ha, smul_eq_mul, mul_one] at h
  exact (Complex.ofReal_injective h).symm
```

The rate becomes

$$\Gamma(a)=\frac{\pi}{6}\,g\,\omega^2\sum_k w_k .$$

In a thermal-conductivity calculation for a crystal with one atom per cell, the weighted overlap sum in the mass-disorder rate can therefore be replaced by one third of the density of states per cell (in angular frequency), if the finite set of sampled modes and weights gives a $G$ with both symmetries.

```lean
/-- Under the same two symmetries and for unit polarisation vectors, Tamura's rate is `π/6` times
the mass variance, the squared frequency and the total weight, for every unit polarisation `a`. -/
theorem tamuraRate_cubic (g ω : ℝ) (w : ι → ℝ) (e : ι → Fin 3 → ℂ)
    (he : ∀ k, star (e k) ⬝ᵥ e k = 1)
    (h2 : twofold * modeTensor w e = modeTensor w e * twofold)
    (h3 : cyclic * modeTensor w e = modeTensor w e * cyclic)
    (a : Fin 3 → ℂ) (ha : star a ⬝ᵥ a = 1) :
    tamuraRate g ω w e a = Real.pi / 6 * g * ω ^ 2 * ∑ k, w k := by
  rw [tamuraRate, overlap_sum_cubic w e he h2 h3 a ha]
  ring
```

## One rotation is too few

The single z mode of the opening has $G=\mathrm{diag}(0,0,1)$, which commutes with $T$. The rate for a phonon scattering into it is $\tfrac{\pi}{2}g\omega^2$ for $a$ along z and zero for $a$ along x.

```lean
/-- The twofold axis alone does not suffice: a single z-polarised mode of weight one respects it,
yet the rate is `(π/2) g ω²` for z polarisation and zero for x polarisation. -/
theorem twofold_alone_anisotropic (g ω : ℝ) :
    let w : Fin 1 → ℝ := fun _ => 1
    let e : Fin 1 → Fin 3 → ℂ := fun _ => ![0, 0, 1]
    twofold * modeTensor w e = modeTensor w e * twofold ∧
      tamuraRate g ω w e ![0, 0, 1] = Real.pi / 2 * g * ω ^ 2 ∧
      tamuraRate g ω w e ![1, 0, 0] = 0 := by
  intro w e
  refine ⟨?_, ?_, ?_⟩
  · ext i j
    fin_cases i <;> fin_cases j <;>
      simp [w, e, modeTensor_apply, twofold, Matrix.mul_apply, Fin.sum_univ_three]
  · simp [w, e, tamuraRate, dotProduct, Fin.sum_univ_three]
  · simp [w, e, tamuraRate, dotProduct, Fin.sum_univ_three]
```

## Six polarisation vectors that are not mutually orthogonal

The polarisation vectors need not lie along the axes. Take $(3,\pm4,0)/5$ and their cyclic images.

```lean
/-- Six polarisation vectors along `(3, ±4, 0)/5` and their cyclic images. -/
def sixModes (k : Fin 6) (i : Fin 3) : ℂ :=
  (((![![3/5, 4/5, 0], ![3/5, -4/5, 0], ![0, 3/5, 4/5], ![0, 3/5, -4/5],
    ![4/5, 0, 3/5], ![-4/5, 0, 3/5]] : Fin 6 → Fin 3 → ℝ) k i : ℝ) : ℂ)
```

With unit weights, each diagonal entry of $G$ is $2\cdot\tfrac{9}{25}+2\cdot\tfrac{16}{25}=2$, and the off-diagonal terms cancel in pairs. So $G=2I$, in agreement with $6/3$, and it commutes with both rotations.

```lean
/-- The six modes, with equal weights one, are unit vectors whose polarisation tensor commutes
with the twofold rotation and with the cyclic permutation. -/
theorem tamuraRate_cubic_witness :
    (∀ k, star (sixModes k) ⬝ᵥ sixModes k = 1) ∧
      twofold * modeTensor (fun _ => 1) sixModes = modeTensor (fun _ => 1) sixModes * twofold ∧
      cyclic * modeTensor (fun _ => 1) sixModes = modeTensor (fun _ => 1) sixModes * cyclic := by
  -- the components are real
  have hs : ∀ k i, star (sixModes k i) = sixModes k i := fun k i => Complex.conj_ofReal _
  have hG : modeTensor (fun _ => 1) sixModes = (2 : ℂ) • (1 : Matrix (Fin 3) (Fin 3) ℂ) := by
    ext i j
    rw [modeTensor_apply]
    simp only [hs, Fin.sum_univ_six]
    fin_cases i <;> fin_cases j <;> simp [sixModes] <;> norm_num
  refine ⟨fun k => ?_, ?_, ?_⟩
  · simp only [dotProduct, Pi.star_apply, hs, Fin.sum_univ_three]
    fin_cases k <;> simp [sixModes] <;> norm_num
  · rw [hG, Matrix.mul_smul, Matrix.smul_mul, mul_one, one_mul]
  · rw [hG, Matrix.mul_smul, Matrix.smul_mul, mul_one, one_mul]

end

end TamuraCubicAverage
```

```lean
#print axioms TamuraCubicAverage.modeTensor_commute_of_symmetry
-- 'TamuraCubicAverage.modeTensor_commute_of_symmetry' depends on axioms: [propext, Classical.choice, Quot.sound]
#print axioms TamuraCubicAverage.overlap_sum_cubic
-- 'TamuraCubicAverage.overlap_sum_cubic' depends on axioms: [propext, Classical.choice, Quot.sound]
#print axioms TamuraCubicAverage.tamuraRate_cubic
-- 'TamuraCubicAverage.tamuraRate_cubic' depends on axioms: [propext, Classical.choice, Quot.sound]
#print axioms TamuraCubicAverage.twofold_alone_anisotropic
-- 'TamuraCubicAverage.twofold_alone_anisotropic' depends on axioms: [propext, Classical.choice, Quot.sound]
```
